# The empty, spin-up, spin-down and double occupation weights of an orbital in a normalised state form a probability distribution

The theorem `orbitalWeight_probability` says that in a normalised state the weights for an orbital to be empty, occupied by spin up only, by spin down only, or doubly occupied are nonnegative and sum to one. Mathematically, `P` and `Q` are commuting symmetric idempotent operators on a complex inner product space, `v` is a vector of norm one, and the weights are 1 − ⟨P⟩ − ⟨Q⟩ + ⟨PQ⟩, ⟨P⟩ − ⟨PQ⟩, ⟨Q⟩ − ⟨PQ⟩ and ⟨PQ⟩. The space need not be finite-dimensional, and nothing is assumed about the state beyond its normalisation. The attempt writes each weight as the expectation value of a product of commuting projections, which is a squared norm and so nonnegative, and gets the sum by algebra.

The failing Lean file:

```lean
import Mathlib

open Finset

namespace OrbitalEntropy

noncomputable section

variable {E : Type*} [NormedAddCommGroup E] [InnerProductSpace ℂ E]

/-- An orthogonal projection, such as the occupation-number operator of a spin orbital:
a symmetric and idempotent operator. -/
structure IsProjector (P : Module.End ℂ E) : Prop where
  symm : ∀ x y, inner ℂ (P x) y = inner ℂ x (P y)
  idem : ∀ x, P (P x) = P x

/-- The real part of the inner product of `v` with `A v`. For a normalised state `v` this is the
(real part of the) expectation value of the operator `A`. -/
def expect (A : Module.End ℂ E) (v : E) : ℝ := (inner ℂ v (A v)).re

/-- For a normalised state `v`, the weights of the empty, spin-up, spin-down and doubly occupied
orbital, where `P` and `Q` are the spin-up and spin-down occupation operators. -/
def orbitalWeight (P Q : Module.End ℂ E) (v : E) : Fin 4 → ℝ :=
  ![1 - expect P v - expect Q v + expect (P * Q) v,
    expect P v - expect (P * Q) v,
    expect Q v - expect (P * Q) v,
    expect (P * Q) v]

/-- If `P` is a projection, `1 - P` is a projection too. -/
theorem IsProjector.compl {P : Module.End ℂ E} (hP : IsProjector P) : IsProjector (1 - P) where
  symm x y := by
    show inner ℂ (x - P x) y = inner ℂ x (y - P y)
    rw [inner_sub_left, inner_sub_right, hP.symm]
  idem x := by simp [hP.idem]

/-- The product of two commuting projections is a projection. -/
theorem IsProjector.mul {P Q : Module.End ℂ E} (hP : IsProjector P) (hQ : IsProjector Q)
    (hPQ : Commute P Q) : IsProjector (P * Q) := by
  have hc : ∀ x, P (Q x) = Q (P x) := fun x => LinearMap.congr_fun hPQ.eq x
  refine ⟨fun x y => ?_, fun x => ?_⟩
  · show inner ℂ (P (Q x)) y = inner ℂ x (P (Q y))
    rw [hP.symm, hQ.symm, hc]
  · show P (Q (P (Q x))) = P (Q x)
    rw [← hc (Q x), hQ.idem, hP.idem]

/-- For a projection `P` and any vector `v`, `expect P v` is the squared norm of `P v`. -/
theorem expect_eq_norm_sq {P : Module.End ℂ E} (hP : IsProjector P) (v : E) :
    expect P v = ‖P v‖ ^ 2 := by
  have h : inner ℂ v (P v) = inner ℂ (P v) (P v) := by rw [hP.symm v (P v), hP.idem]
  unfold expect
  rw [h]
  exact inner_self_eq_norm_sq (𝕜 := ℂ) (P v)

/-- In a normalised state the four occupation weights are nonnegative and sum to one. -/
theorem orbitalWeight_probability {P Q : Module.End ℂ E} (hP : IsProjector P)
    (hQ : IsProjector Q) (hPQ : Commute P Q) {v : E} (hv : ‖v‖ = 1) :
    (∀ i, 0 ≤ orbitalWeight P Q v i) ∧ ∑ i, orbitalWeight P Q v i = 1 := by
  have one : (inner ℂ v v).re = 1 := by simp [hv]
  have h1 : Commute P (1 - Q) := (Commute.one_right P).sub_right hPQ
  have h2 : Commute (1 - P) Q := (Commute.one_left Q).sub_left hPQ
  have h3 : Commute (1 - P) (1 - Q) := (Commute.one_left _).sub_left h1
  have pos : ∀ {A : Module.End ℂ E}, IsProjector A → 0 ≤ expect A v := fun hA => by
    rw [expect_eq_norm_sq hA]; positivity
  -- each weight is the expectation value of a product of projections
  have e0 : expect ((1 - P) * (1 - Q)) v
      = 1 - expect P v - expect Q v + expect (P * Q) v := by
    simp only [expect, Module.End.mul_apply, LinearMap.sub_apply, Module.End.one_apply,
      map_sub, inner_sub_right, Complex.sub_re, one] <;> ring
  have e1 : expect (P * (1 - Q)) v = expect P v - expect (P * Q) v := by
    simp only [expect, Module.End.mul_apply, LinearMap.sub_apply, Module.End.one_apply,
      map_sub, inner_sub_right, Complex.sub_re] <;> ring
  have e2 : expect ((1 - P) * Q) v = expect Q v - expect (P * Q) v := by
    simp only [expect, Module.End.mul_apply, LinearMap.sub_apply, Module.End.one_apply,
      inner_sub_right, Complex.sub_re] <;> ring
  constructor
  · intro i
    match i with
    | 0 => exact e0 ▸ pos (hP.compl.mul hQ.compl h3)
    | 1 => exact e1 ▸ pos (hP.mul hQ.compl h1)
    | 2 => exact e2 ▸ pos (hP.compl.mul hQ h2)
    | 3 => exact pos (hP.mul hQ hPQ)
  · rw [Fin.sum_univ_four]
    show (1 - expect P v - expect Q v + expect (P * Q) v) + (expect P v - expect (P * Q) v)
      + (expect Q v - expect (P * Q) v) + expect (P * Q) v = 1
    ring

end

end OrbitalEntropy
```

Messages:

```
Main.lean:78:17: error: invalid `▸` notation, expected result type of cast is 
  0 ≤ orbitalWeight P Q v 0
however, the equality 
  e0
of type 
  expect ((1 - P) * (1 - Q)) v = 1 - expect P v - expect Q v + expect (P * Q) v
does not contain the expected result type on either the left or the right hand side
Main.lean:79:17: error: invalid `▸` notation, expected result type of cast is 
  0 ≤ orbitalWeight P Q v 1
however, the equality 
  e1
of type 
  expect (P * (1 - Q)) v = expect P v - expect (P * Q) v
does not contain the expected result type on either the left or the right hand side
Main.lean:80:17: error: invalid `▸` notation, expected result type of cast is 
  0 ≤ orbitalWeight P Q v 2
however, the equality 
  e2
of type 
  expect ((1 - P) * Q) v = expect Q v - expect (P * Q) v
does not contain the expected result type on either the left or the right hand side
```

Cause. The three errors are one failure, at the weights with index 0, 1 and 2. The notation `▸` has to rewrite with the equation it is given, and each message says that it could not match the equation with the goal. The goal reads `0 ≤ orbitalWeight P Q v 0` (or `1`, or `2`), while `e0`, `e1` and `e2` speak of `expect`. The two agree only once `orbitalWeight` is unfolded and the entry is read off the vector, and the search for a place to rewrite does not do that.

The repair uses `le_of_le_of_eq`, which joins `0 ≤ a` and `a = b` into `0 ≤ b`. Nothing has to be found inside the goal any more. Lean only has to check that `b` and the weight are equal by definition, and for that it does unfold `orbitalWeight`. The case of index 3 already relied on such a check and gave no error.

The changes to `<;> ring` are mere tidying: `ring` gets its own line in `e0` and is dropped from `e1` and `e2`, where `simp only` already closes the goal.

The change, after which it compiles:

```diff
@@ -66,17 +66,18 @@
       = 1 - expect P v - expect Q v + expect (P * Q) v := by
     simp only [expect, Module.End.mul_apply, LinearMap.sub_apply, Module.End.one_apply,
-      map_sub, inner_sub_right, Complex.sub_re, one] <;> ring
+      map_sub, inner_sub_right, Complex.sub_re, one]
+    ring
   have e1 : expect (P * (1 - Q)) v = expect P v - expect (P * Q) v := by
     simp only [expect, Module.End.mul_apply, LinearMap.sub_apply, Module.End.one_apply,
-      map_sub, inner_sub_right, Complex.sub_re] <;> ring
+      map_sub, inner_sub_right, Complex.sub_re]
   have e2 : expect ((1 - P) * Q) v = expect Q v - expect (P * Q) v := by
     simp only [expect, Module.End.mul_apply, LinearMap.sub_apply, Module.End.one_apply,
-      inner_sub_right, Complex.sub_re] <;> ring
+      inner_sub_right, Complex.sub_re]
   constructor
   · intro i
     match i with
-    | 0 => exact e0 ▸ pos (hP.compl.mul hQ.compl h3)
-    | 1 => exact e1 ▸ pos (hP.mul hQ.compl h1)
-    | 2 => exact e2 ▸ pos (hP.compl.mul hQ h2)
+    | 0 => exact le_of_le_of_eq (pos (hP.compl.mul hQ.compl h3)) e0
+    | 1 => exact le_of_le_of_eq (pos (hP.mul hQ.compl h1)) e1
+    | 2 => exact le_of_le_of_eq (pos (hP.compl.mul hQ h2)) e2
     | 3 => exact pos (hP.mul hQ hPQ)
   · rw [Fin.sum_univ_four]
```
